# In a free algebra, the Dynkin operator multiplies a right-nested commutator of n generators by n

**Q:** I propagate a state by a kinetic step followed by a potential step, \(e^{A}e^{B}\) with \(A=-i\,\delta t\,V\) and \(B=-i\,\delta t\,T\), in units with \(\hbar=1\). Expanding \(\log(e^Ae^B)\) gives products such as \(\tfrac12(AB-BA)\), but I want the splitting error in commutators. How does an operator on strings of symbols help?

**A:** It replaces strings by commutators. Let \(D\) be linear on polynomials in non-commuting symbols, with \(D(1)=0\), \(D(x)=x\) for a generator \(x\), and \(D(xw)=[x,D(w)]\) for a nonempty word \(w\). Then
\[D(x_1\cdots x_n)=[x_1,[x_2,\cdots[x_{n-1},x_n]]].\]
If the degree-\(n\) term \(Z_n\) of the logarithm is a combination of such commutators, as the Baker–Campbell–Hausdorff theorem says, then \(D(Z_n)=nZ_n\). So \(D(Z_n)/n\) is the same term written in commutators. For \(n=2\), \(D\) sends \(\tfrac12(AB-BA)\) to \([A,B]\), and halving gives \(\tfrac12[A,B]\).

**Q:** Why the factor \(n\)?

**A:** Let each generator act on pairs of a polynomial \(a\) and a scalar \(c\) by
\[\rho(x)(a,c)=([x,a]+cx,\,0),\]
and let products act by composition. The first component of \(\rho(w)(0,1)\) is \(D(w)\): it is \(0\) for \(w=1\) and \(x\) for \(w=x\). A nonempty word leaves scalar component \(0\), so a further \(x\) in front just takes the commutator with \(x\).

For a nested commutator \(P\) of \(n\) generators, the claim is
\[\rho(P)(a,c)=([P,a]+cnP,\,0).\]
For \(n=1\) this is the definition. For the next commutator, \([x,P]\), the first components are
\[\rho(x)\rho(P)(a,c):\quad [x,[P,a]]+cn[x,P],\]
\[\rho(P)\rho(x)(a,c):\quad [P,[x,a]]+c[P,x].\]
By the Jacobi identity their difference is \([[x,P],a]+c(n+1)[x,P]\). Setting \(a=0\), \(c=1\) gives \(D(P)=nP\).

If \(n\) is invertible and \(a\) has degree \(n\), then \(D(a)\) is a combination of nested commutators, so \(D(D(a))=nD(a)\) and \(D/n\) is idempotent there. If \(D(a)=na\), then \(a=D(a)/n\) is such a combination; the converse is linearity.

**Q:** What stands for my symbols and products in Lean?

**A:** `X` is the set of symbols and `R` the scalars, for you \(\mathbb C\). `ι R x` is the generator \(x\), and `word` multiplies a list of them.

```lean
import Mathlib

open FreeAlgebra

namespace DynkinIdempotent

noncomputable section

variable (R : Type*) [CommRing R] (X : Type*)

variable {X} in
/-- The word `x₁ x₂ ⋯ xₙ` in the free algebra, the product of a list of generators. -/
def word (l : List X) : FreeAlgebra R X := (l.map (ι R)).prod
```

Commutators are written out as differences. One letter gives the generator itself, and the empty list gives zero.

```lean
variable {X} in
/-- The right-nested commutator `[x₁, [x₂, ⋯ [xₙ₋₁, xₙ]]]` of a list of generators;
it is the generator itself for one letter and zero for the empty list. -/
def nested : List X → FreeAlgebra R X
  | [] => 0
  | [x] => ι R x
  | x :: y :: l => ι R x * nested (y :: l) - nested (y :: l) * ι R x
```

The three rules are a hypothesis on a linear map `D`; the pattern `y :: l` makes the word nonempty.

```lean
variable {R X} in
/-- The rules for the Dynkin operator: `D(1) = 0`, `D(x) = x` for generators, and
`D(xw) = [x, D(w)]` for nonempty words `w`. -/
structure DynkinRules (D : FreeAlgebra R X →ₗ[R] FreeAlgebra R X) : Prop where
  one : D 1 = 0
  gen : ∀ x, D (ι R x) = ι R x
  step : ∀ x y l, D (ι R x * word R (y :: l)) =
    ι R x * D (word R (y :: l)) - D (word R (y :: l)) * ι R x
```

**Q:** Could that hypothesis be empty?

**A:** No. The action on pairs supplies a map that obeys it. Here `mark` is the action of one generator, `rep` is \(\rho\), and `dynkin` reads off the first component.

```lean
variable {X} in
/-- The action of a generator `x` on pairs: `(a, c) ↦ ([x, a] + c x, 0)`. -/
def mark (x : X) : Module.End R (FreeAlgebra R X × R) where
  toFun p := (ι R x * p.1 - p.1 * ι R x + p.2 • ι R x, 0)
  map_add' p q := by
    refine Prod.ext ?_ ?_
    · simp only [Prod.fst_add, Prod.snd_add, mul_add, add_mul, add_smul]
      abel
    · simp
  map_smul' c p := by
    refine Prod.ext ?_ ?_
    · simp only [Prod.smul_fst, Prod.smul_snd, RingHom.id_apply, mul_smul_comm,
        smul_mul_assoc, smul_add, smul_sub, smul_eq_mul, mul_smul]
    · simp

/-- The representation of the free algebra on pairs that extends the action of the generators. -/
def rep : FreeAlgebra R X →ₐ[R] Module.End R (FreeAlgebra R X × R) :=
  lift R (mark R)

/-- The Dynkin operator: the first component of the action of an element on the pair `(0, 1)`. -/
def dynkin : FreeAlgebra R X →ₗ[R] FreeAlgebra R X where
  toFun a := (rep R X a (0, 1)).1
  map_add' a b := by simp
  map_smul' c a := by simp
```

**Q:** And "degree \(n\)" and "combination of commutators"?

**A:** They are spans, of words of length \(n\) and of right-nested commutators of \(n\) generators.

```lean
/-- The span of all words of length `n`: the homogeneous elements of degree `n`. -/
def homogeneous (n : ℕ) : Submodule R (FreeAlgebra R X) :=
  Submodule.span R {a | ∃ l : List X, l.length = n ∧ a = word R l}

/-- The span of all right-nested commutators of `n` generators. -/
def nestedSpan (n : ℕ) : Submodule R (FreeAlgebra R X) :=
  Submodule.span R {a | ∃ l : List X, l.length = n ∧ a = nested R l}
```

The textbook criterion speaks of Lie elements, with any bracketing. To read `nestedSpan` that way you need the standard reduction of all bracketings to right-nested ones, which is used here only as background.

**Q:** My \(T\) and \(V\) are operators with relations. Does \(D\) act on them?

**A:** Not in general. With \([q,p]=i\), the string \(qp-pq\) goes to \(2[q,p]=2i\), while the scalar \(i\) goes to \(0\). Apply \(D\) to the symbols first, then substitute operators. The theorems below are about the symbols and don't include that substitution; for matrices it preserves every polynomial identity, while unbounded operators need care with domains. The result thus serves splitting-error formulas one formal order at a time, without saying whether the series converges.

**Q:** Then take me through the proof.

**A:** First, `dynkin` obeys the rules; `h` records the vanishing scalar component.

```lean
variable {R X}

private lemma word_cons (x : X) (l : List X) : word R (x :: l) = ι R x * word R l := by
  simp [word]

private lemma rep_ι (x : X) : rep R X (ι R x) = mark R x :=
  lift_ι_apply _ _

private lemma mark_apply (x : X) (p : FreeAlgebra R X × R) :
    mark R x p = (ι R x * p.1 - p.1 * ι R x + p.2 • ι R x, 0) := rfl

/-- The explicit operator `dynkin` obeys the Dynkin rules. -/
theorem dynkinRules_witness : DynkinRules (dynkin R X) where
  one := by
    change (rep R X 1 (0, 1)).1 = 0
    simp
  gen x := by
    change (rep R X (ι R x) (0, 1)).1 = ι R x
    rw [rep_ι]
    simp [mark_apply]
  step x y l := by
    -- a nonempty word erases the scalar component
    have h : (rep R X (word R (y :: l)) (0, 1)).2 = 0 := by
      rw [word_cons, map_mul, rep_ι]
      rfl
    change (rep R X (ι R x * word R (y :: l)) (0, 1)).1 =
      ι R x * (rep R X (word R (y :: l)) (0, 1)).1 -
        (rep R X (word R (y :: l)) (0, 1)).1 * ι R x
    rw [map_mul, rep_ι, Module.End.mul_apply]
    simp only [mark_apply, h, zero_smul, add_zero]
```

Recursion on the list shows that any admissible `D` turns words into nested commutators. Since words span the algebra, `D` must equal `dynkin`.

```lean
/-- An operator obeying the Dynkin rules turns each word into the right-nested commutator
of its letters. -/
theorem dynkin_word {D : FreeAlgebra R X →ₗ[R] FreeAlgebra R X} (h : DynkinRules D) :
    ∀ l : List X, D (word R l) = nested R l
  | [] => by simpa [word, nested] using h.one
  | [x] => by simpa [word, nested] using h.gen x
  | x :: y :: l => by rw [word_cons, h.step, dynkin_word h (y :: l), nested]

/-- Words span the free algebra. -/
theorem span_word : Submodule.span R (Set.range (word R : List X → FreeAlgebra R X)) = ⊤ := by
  rw [eq_top_iff]
  rintro a -
  induction a using FreeAlgebra.induction with
  | grade0 r =>
    rw [Algebra.algebraMap_eq_smul_one]
    exact Submodule.smul_mem _ r (Submodule.subset_span ⟨[], by simp [word]⟩)
  | grade1 x => exact Submodule.subset_span ⟨[x], by simp [word]⟩
  | mul a b ha hb =>
    have hab := Submodule.mul_mem_mul ha hb
    rw [Submodule.span_mul_span] at hab
    refine Submodule.span_mono ?_ hab
    rintro _ ⟨_, ⟨l, rfl⟩, _, ⟨m, rfl⟩, rfl⟩
    exact ⟨l ++ m, by simp [word]⟩
  | add a b ha hb => exact Submodule.add_mem _ ha hb

/-- The Dynkin rules determine the linear operator uniquely. -/
theorem dynkin_unique {D : FreeAlgebra R X →ₗ[R] FreeAlgebra R X} (h : DynkinRules D) :
    D = dynkin R X := by
  refine LinearMap.ext_on span_word ?_
  rintro _ ⟨l, rfl⟩
  rw [dynkin_word h, dynkin_word dynkinRules_witness]
```

Next comes the induction for \(\rho(P)\). `ih` is the formula for \(P\), the list `y :: l` has length \(n\), and `module` collects the expanded terms, which is the Jacobi step.

```lean
/-- A right-nested commutator `P` of `n` generators acts on pairs by
`(a, c) ↦ ([P, a] + c n P, 0)`. -/
theorem rep_nested : ∀ (l : List X) (p : FreeAlgebra R X × R),
    rep R X (nested R l) p =
      (nested R l * p.1 - p.1 * nested R l + (p.2 * (l.length : R)) • nested R l, 0)
  | [], p => by
    simp [nested]
    rfl
  | [x], p => by simp [nested, rep_ι, mark_apply]
  | x :: y :: l, p => by
    have ih := rep_nested (y :: l)
    have hn : nested R (x :: y :: l) =
        ι R x * nested R (y :: l) - nested R (y :: l) * ι R x := by rw [nested]
    have hlen : ((x :: y :: l).length : R) = ((y :: l).length : R) + 1 := by simp
    rw [hn, hlen]
    simp only [map_sub, map_mul, LinearMap.sub_apply, Module.End.mul_apply, rep_ι, ih,
      mark_apply]
    refine Prod.ext ?_ ?_
    · -- the Jacobi identity, and one more unit of degree from `[P, x]`
      simp only [Prod.fst_sub, mul_add, add_mul, mul_sub, sub_mul, mul_smul_comm,
        smul_mul_assoc, zero_mul, zero_smul, add_zero, mul_one, mul_assoc]
      module
    · simp
```

Evaluating at `(0, 1)` gives the factor \(n\).

```lean
/-- The forward direction of the Dynkin-Specht-Wever criterion, for right-nested commutators: an
operator obeying the Dynkin rules multiplies every right-nested commutator of `n` generators by `n`.
-/
theorem dynkin_specht_wever {D : FreeAlgebra R X →ₗ[R] FreeAlgebra R X}
    (h : DynkinRules D) (l : List X) :
    D (nested R l) = (l.length : R) • nested R l := by
  rw [dynkin_unique h]
  change (rep R X (nested R l) (0, 1)).1 = _
  rw [rep_nested]
  simp
```

**Q:** And the projection?

**A:** `dynkin_mem` sends degree \(n\) into the commutator span, and `dynkin_nestedSpan` extends the factor \(n\) to that span by linearity.

```lean
private lemma dynkin_mem {D : FreeAlgebra R X →ₗ[R] FreeAlgebra R X} (h : DynkinRules D)
    {n : ℕ} {a : FreeAlgebra R X} (ha : a ∈ homogeneous R X n) : D a ∈ nestedSpan R X n := by
  have hle : homogeneous R X n ≤ (nestedSpan R X n).comap D := by
    refine Submodule.span_le.2 ?_
    rintro _ ⟨l, hl, rfl⟩
    change D (word R l) ∈ nestedSpan R X n
    exact Submodule.subset_span ⟨l, hl, dynkin_word h l⟩
  exact hle ha

/-- Every linear combination of right-nested commutators of `n` generators is multiplied
by `n` under an operator obeying the Dynkin rules. -/
theorem dynkin_nestedSpan {D : FreeAlgebra R X →ₗ[R] FreeAlgebra R X} (h : DynkinRules D)
    {n : ℕ} {b : FreeAlgebra R X} (hb : b ∈ nestedSpan R X n) : D b = (n : R) • b := by
  unfold nestedSpan at hb
  induction hb using Submodule.span_induction with
  | mem x hx =>
    obtain ⟨l, rfl, rfl⟩ := hx
    exact dynkin_specht_wever h l
  | zero => simp
  | add x y _ _ hx hy => rw [map_add, hx, hy, smul_add]
  | smul c x _ hx => rw [map_smul, hx, smul_comm]
```

The scalar `c` with `c * (n : R) = 1` plays the part of \(1/n\); over \(\mathbb C\) it exists for every \(n\ge1\). Both last theorems are then the short computations above.

```lean
/-- If `D` obeys the Dynkin rules and `n` has an inverse `c` in the ring of scalars, then `c D` is
idempotent on the homogeneous elements of degree `n`. -/
theorem dynkin_idempotent {D : FreeAlgebra R X →ₗ[R] FreeAlgebra R X} (h : DynkinRules D)
    {n : ℕ} {c : R} (hc : c * (n : R) = 1) {a : FreeAlgebra R X}
    (ha : a ∈ homogeneous R X n) : c • D (c • D a) = c • D a := by
  rw [map_smul, dynkin_nestedSpan h (dynkin_mem h ha), smul_smul c (n : R), hc, one_smul]

/-- If `D` obeys the Dynkin rules and `n` is invertible in the ring of scalars, a homogeneous
element `a` of degree `n` satisfies `D(a) = n a` exactly when it is a linear combination of
right-nested commutators of `n` generators. -/
theorem dynkin_criterion {D : FreeAlgebra R X →ₗ[R] FreeAlgebra R X} (h : DynkinRules D)
    {n : ℕ} {c : R} (hc : c * (n : R) = 1) {a : FreeAlgebra R X}
    (ha : a ∈ homogeneous R X n) : D a = (n : R) • a ↔ a ∈ nestedSpan R X n := by
  refine ⟨fun hD => ?_, dynkin_nestedSpan h⟩
  -- recover `a` from its image by dividing by `n`
  have hrec : c • D a = a := by rw [hD, smul_smul, hc, one_smul]
  have hmem := Submodule.smul_mem _ c (dynkin_mem h ha)
  rwa [hrec] at hmem

end

end DynkinIdempotent
```

```lean
#print axioms DynkinIdempotent.dynkin_nestedSpan
#print axioms DynkinIdempotent.dynkin_idempotent
#print axioms DynkinIdempotent.dynkin_criterion
```

```
'DynkinIdempotent.dynkin_nestedSpan' depends on axioms: [propext, Classical.choice, Quot.sound]
'DynkinIdempotent.dynkin_idempotent' depends on axioms: [propext, Classical.choice, Quot.sound]
'DynkinIdempotent.dynkin_criterion' depends on axioms: [propext, Classical.choice, Quot.sound]
```
